# The stretch derivative of a one-dimensional GGA energy with a C¹ integrand

## Cell, density and energy

The cell is the interval $[0,L]$ with $L>0$, and $n$ is a real function on it, the electron density. The energy per unit length is a function $f(n,g)$ of the density and its gradient $g=n'$, as in a generalised gradient approximation (GGA). The energy of the cell is

$$E_L[n]=\int_0^L f\big(n(x),n'(x)\big)\,dx .$$

The partial derivatives of $f$ are written $f_n$ and $f_g$. A uniform stretch by the factor $t>0$ takes the cell to $[0,tL]$ and the density to

$$n_t(x)=\frac{n(x/t)}{t}.$$

The energy as a function of the stretch is $E(t)=E_{tL}[n_t]$, so $t=1$ is the unstretched cell. The sign convention is that $E'(1)>0$ means that stretching costs energy. In one dimension the stress is $E'(1)/L$, which has the dimension of a force.

## Where a stretched density occurs

When a cell is strained with the occupations of the orbitals and their coefficients in normalised plane waves held fixed, the density built from the squared orbitals changes in this way: each point moves with the cell, and the values are divided by the ratio of the new volume to the old, so that the charge is conserved. The derivative below is the one-dimensional, spinless form of the GGA contribution to the stress from such a density. Partial core densities, where a pseudopotential or PAW calculation includes them, keep their shape around the atoms instead of stretching with the cell, and PAW also has energy terms inside the atomic spheres. This model leaves out both contributions.

## The statement and its Lean form

Let $f$ be continuously differentiable on $\mathbb R^2$ and $n$ continuously differentiable on $[0,L]$. Then $E$ is differentiable at $t=1$, and

$$E'(1)=\int_0^L\big(f-n f_n-2n' f_g\big)\,dx,$$

with $f$, $f_n$ and $f_g$ evaluated at $(n(x),n'(x))$. This is the theorem `gga_stress`. Its terms correspond to the physics as follows.

- `stretch t n` is $n_t$, and `ggaEnergy f L n` is $E_L[n]$. The differentiated function is `ggaEnergy f (t * L) (stretch t n)`, the energy of the stretched density on the stretched cell.
- The gradient is `derivWithin n (Icc 0 L)`, the derivative taken inside the closed cell. It is one-sided at the two ends, so values of $n$ outside the cell play no part.
- `partialN f` and `partialG f` are the Fréchet derivative of $f$ applied to the unit vectors $(1,0)$ and $(0,1)$, that is, $f_n$ and $f_g$.
- `ContDiff ℝ 1 f` and `ContDiffOn ℝ 1 n (Icc 0 L)` are the two smoothness hypotheses.

Neither periodicity nor positivity of $n$ is assumed. The smoothness of $f$ on the whole plane is a real restriction: it excludes $f=g^2/n$, the form of the von Weizsäcker kinetic energy, which is singular at zero density. For an $f$ that is continuously differentiable only at positive density, the formula still holds if $n>0$ on all of $[0,L]$. The density then has a positive minimum, and $f$ can be changed below half that minimum to meet the hypothesis without altering $E(t)$ for $t$ near 1.

## Back to the fixed cell

Substitute $y=x/t$, so that $dx=t\,dy$. The particle number is conserved:

$$\int_0^{tL}\frac{n(x/t)}{t}\,dx=\int_0^L n(y)\,dy .$$

By the chain rule the stretched gradient is

$$n_t'(x)=\frac1t\cdot\frac1t\,n'(x/t)=\frac{n'(x/t)}{t^2}.$$

One factor $1/t$ comes from the dilution of the charge and the other from the longer distance over which the density varies. The same substitution in the energy gives

$$E(t)=\int_0^{tL} f\!\left(\frac{n(x/t)}{t},\frac{n'(x/t)}{t^2}\right)dx
= t\int_0^L f\!\left(\frac{n(y)}{t},\frac{n'(y)}{t^2}\right)dy .$$

The stretch now appears only in the integrand and the prefactor, and no longer in the limits.

## The derivative at one point

Fix a point and write $a$ for the density and $b$ for the gradient there. The product and chain rules give

$$\frac{d}{dt}\Big[t\,f\Big(\frac at,\frac b{t^2}\Big)\Big]
= f+t\Big(-\frac{a}{t^2}f_n-\frac{2b}{t^3}f_g\Big)
= f-\frac at f_n-2\,\frac b{t^2}f_g ,$$

with $f$ and its partials at $(a/t,b/t^2)$. Define the stress density

$$\sigma(n,g)=f-n f_n-2g f_g .$$

The derivative is then $\sigma(a/t,b/t^2)$. The 2 in front of the gradient term is the exponent in $b/t^2$.

## The derivative of the integral

Fix $t>0$ and let $s$ range over $[t/2,2t]$. The function $(s,x)\mapsto\sigma\big(n(x)/s,n'(x)/s^2\big)$ is continuous on the compact rectangle $[t/2,2t]\times[0,L]$, so its absolute value is bounded there by a constant $C$. By the mean value theorem, the difference quotients in $s$ of the integrand $s f(n/s,n'/s^2)$ are bounded by $C$ as well. Dominated convergence then allows the derivative to be taken under the integral:

$$E'(t)=\int_0^L\sigma\!\left(\frac{n(x)}{t},\frac{n'(x)}{t^2}\right)dx\qquad(t>0).$$

Setting $t=1$ gives the stated formula.

## Uniform gas and homogeneous integrands

For a constant density $c$ the gradient vanishes and the integrand is constant, so

$$E'(1)=L\big(f(c,0)-c f_n(c,0)\big).$$

This is $-PL$, where $P=c f_n-f$ is the pressure of a uniform gas with energy density $f$.

Suppose next that $f(sn,s^2g)=s^k f(n,g)$ for all $s>0$ and a natural number $k$. Taking $s=1/t$ in the fixed-cell formula gives, for every finite stretch,

$$E(t)=t\cdot t^{-k}\int_0^L f(n,n')\,dx=t^{1-k}E(1).$$

No smoothness of $f$ is needed, and $n$ need only be differentiable. Both $f=n^3$, the form of the one-dimensional Thomas–Fermi kinetic energy, and $f=g^2/n$ at positive density have $k=3$, so these energies scale as $t^{-2}$. If $f(n,n')$ is not integrable, Lean sets the integrals on both sides to zero and the identity carries no information.

## The Lean file

```lean
import Mathlib

open Set MeasureTheory Filter Topology

namespace GGAStress

noncomputable section

/-- The density `n` after a uniform stretch of the cell by the factor `t`. -/
def stretch (t : ℝ) (n : ℝ → ℝ) (x : ℝ) : ℝ := n (x / t) / t

/-- The GGA energy of the density `n` on the cell `[0, L]`: the integral of `f (n, n')`. -/
def ggaEnergy (f : ℝ × ℝ → ℝ) (L : ℝ) (n : ℝ → ℝ) : ℝ :=
  ∫ x in (0 : ℝ)..L, f (n x, derivWithin n (Icc 0 L) x)

/-- The partial derivative of `f` with respect to the density. -/
def partialN (f : ℝ × ℝ → ℝ) (p : ℝ × ℝ) : ℝ := fderiv ℝ f p (1, 0)

/-- The partial derivative of `f` with respect to the density gradient. -/
def partialG (f : ℝ × ℝ → ℝ) (p : ℝ × ℝ) : ℝ := fderiv ℝ f p (0, 1)

/-- The GGA stress density `f - n f_n - 2 g f_g` at density `n` and gradient `g`. -/
def stressDensity (f : ℝ × ℝ → ℝ) (p : ℝ × ℝ) : ℝ :=
  f p - p.1 * partialN f p - 2 * p.2 * partialG f p

/-- A uniform stretch conserves the number of particles in the cell. -/
theorem particle_number_stretch (n : ℝ → ℝ) (L : ℝ) {t : ℝ} (ht : 0 < t) :
    ∫ x in (0 : ℝ)..(t * L), stretch t n x = ∫ x in (0 : ℝ)..L, n x := by
  have h := intervalIntegral.integral_comp_div (a := 0) (b := t * L)
    (fun y => n y / t) ht.ne'
  unfold stretch
  rw [h, zero_div, mul_div_cancel_left₀ L ht.ne', intervalIntegral.integral_div, smul_eq_mul,
    mul_div_cancel₀ _ ht.ne']

/-- The gradient of the stretched density is the original gradient at the
corresponding point, divided by `t ^ 2`. -/
theorem derivWithin_stretch {n : ℝ → ℝ} {L t x : ℝ} (hL : 0 < L) (ht : 0 < t)
    (hn : DifferentiableOn ℝ n (Icc 0 L)) (hx : x ∈ Icc 0 (t * L)) :
    derivWithin (stretch t n) (Icc 0 (t * L)) x
      = derivWithin n (Icc 0 L) (x / t) / t ^ 2 := by
  have hmap : MapsTo (fun y : ℝ => y / t) (Icc 0 (t * L)) (Icc 0 L) := by
    intro y hy
    refine ⟨div_nonneg hy.1 ht.le, ?_⟩
    rw [div_le_iff₀ ht]
    linarith [hy.2, mul_comm t L]
  have h1 : HasDerivWithinAt (fun y : ℝ => y / t) (1 / t) (Icc 0 (t * L)) x :=
    ((hasDerivAt_id x).div_const t).hasDerivWithinAt
  have h2 := (hn (x / t) (hmap hx)).hasDerivWithinAt
  have h3 : HasDerivWithinAt (stretch t n)
      (derivWithin n (Icc 0 L) (x / t) * (1 / t) / t) (Icc 0 (t * L)) x :=
    (HasDerivWithinAt.comp x h2 h1 hmap).div_const t
  rw [h3.derivWithin (uniqueDiffOn_Icc (mul_pos ht hL) x hx)]
  ring

/-- The energy of the stretched density, written as an integral over the original cell. -/
theorem ggaEnergy_stretch (f : ℝ × ℝ → ℝ) {n : ℝ → ℝ} {L t : ℝ} (hL : 0 < L) (ht : 0 < t)
    (hn : DifferentiableOn ℝ n (Icc 0 L)) :
    ggaEnergy f (t * L) (stretch t n)
      = t * ∫ x in (0 : ℝ)..L, f (n x / t, derivWithin n (Icc 0 L) x / t ^ 2) := by
  have h := intervalIntegral.integral_comp_div (a := 0) (b := t * L)
    (fun y => f (n y / t, derivWithin n (Icc 0 L) y / t ^ 2)) ht.ne'
  rw [zero_div, mul_div_cancel_left₀ L ht.ne', smul_eq_mul] at h
  rw [← h]
  unfold ggaEnergy
  apply intervalIntegral.integral_congr
  intro x hx
  rw [uIcc_of_le (mul_pos ht hL).le] at hx
  simp only [derivWithin_stretch hL ht hn hx, stretch]

/-- At a single point with density `a` and gradient `b`, the derivative of `s * f (a / s, b / s ^
2)`, the stretched energy per unit length of the original cell, with respect to the stretch `s` is
the stress density at the stretched values. -/
theorem hasDerivAt_pointwise {f : ℝ × ℝ → ℝ} (hf : Differentiable ℝ f) (a b : ℝ) {t : ℝ}
    (ht : t ≠ 0) :
    HasDerivAt (fun s => s * f (a / s, b / s ^ 2)) (stressDensity f (a / t, b / t ^ 2)) t := by
  have hsq : HasDerivAt (fun s : ℝ => s ^ 2) (2 * t) t := by simpa using hasDerivAt_pow 2 t
  have h1 : HasDerivAt (fun s : ℝ => a / s) (-a / t ^ 2) t :=
    ((hasDerivAt_const t a).fun_div (hasDerivAt_id' t) ht).congr_deriv (by ring)
  have h2 : HasDerivAt (fun s : ℝ => b / s ^ 2) (-2 * b / t ^ 3) t := by
    refine ((hasDerivAt_const t b).fun_div hsq (pow_ne_zero 2 ht)).congr_deriv ?_
    rw [div_eq_div_iff (pow_ne_zero 2 (pow_ne_zero 2 ht)) (pow_ne_zero 3 ht)]
    ring
  have h3 : HasDerivAt (fun s => f (a / s, b / s ^ 2))
      (fderiv ℝ f (a / t, b / t ^ 2) (-a / t ^ 2, -2 * b / t ^ 3)) t :=
    (hf (a / t, b / t ^ 2)).hasFDerivAt.comp_hasDerivAt t (h1.prodMk h2)
  -- split the directional derivative into the two partial derivatives
  have hsplit : ∀ u v : ℝ, fderiv ℝ f (a / t, b / t ^ 2) (u, v)
      = u * partialN f (a / t, b / t ^ 2) + v * partialG f (a / t, b / t ^ 2) := by
    intro u v
    have huv : ((u, v) : ℝ × ℝ) = u • ((1, 0) : ℝ × ℝ) + v • ((0, 1) : ℝ × ℝ) := by simp
    rw [huv, map_add, map_smul, map_smul]
    rfl
  refine ((hasDerivAt_id' t).fun_mul h3).congr_deriv ?_
  rw [hsplit]
  simp only [stressDensity]
  generalize partialN f (a / t, b / t ^ 2) = A
  generalize partialG f (a / t, b / t ^ 2) = B
  generalize f (a / t, b / t ^ 2) = C
  field_simp
  ring

/-- The derivative of the GGA energy at any stretch `t > 0` is the integral over the original
cell of the stress density at the stretched density and gradient. -/
theorem hasDerivAt_ggaEnergy_stretch {f : ℝ × ℝ → ℝ} {n : ℝ → ℝ} {L t : ℝ}
    (hf : ContDiff ℝ 1 f) (hL : 0 < L) (hn : ContDiffOn ℝ 1 n (Icc 0 L)) (ht : 0 < t) :
    HasDerivAt (fun s => ggaEnergy f (s * L) (stretch s n))
      (∫ x in (0 : ℝ)..L,
        stressDensity f (n x / t, derivWithin n (Icc 0 L) x / t ^ 2)) t := by
  have hd : DifferentiableOn ℝ n (Icc 0 L) := hn.differentiableOn (by simp)
  have hu : ContinuousOn n (Icc 0 L) := hn.continuousOn
  have hv : ContinuousOn (derivWithin n (Icc 0 L)) (Icc 0 L) :=
    hn.continuousOn_derivWithin (uniqueDiffOn_Icc hL) (by simp)
  set v := derivWithin n (Icc 0 L) with hvdef
  have hfd := hf.continuous_fderiv (by simp)
  have hσ : Continuous (stressDensity f) :=
    (hf.continuous.sub (continuous_fst.mul (hfd.clm_apply continuous_const))).sub
      ((continuous_const.mul continuous_snd).mul (hfd.clm_apply continuous_const))
  have hint : ∀ g : ℝ × ℝ → ℝ, Continuous g → ∀ s : ℝ,
      IntervalIntegrable (fun x => g (n x / s, v x / s ^ 2)) volume 0 L := fun g hg s =>
    (hg.comp_continuousOn
      ((hu.div_const s).prodMk (hv.div_const (s ^ 2)))).intervalIntegrable_of_Icc hL.le
  -- the stress density is bounded for stretches near `t`
  have hK : ContinuousOn (fun q : ℝ × ℝ => stressDensity f (n q.2 / q.1, v q.2 / q.1 ^ 2))
      (Icc (t / 2) (2 * t) ×ˢ Icc 0 L) := by
    have hne : ∀ q ∈ Icc (t / 2) (2 * t) ×ˢ Icc 0 L, q.1 ≠ 0 := fun q hq =>
      (lt_of_lt_of_le (half_pos ht) hq.1.1).ne'
    have hmap : MapsTo Prod.snd (Icc (t / 2) (2 * t) ×ˢ Icc 0 L) (Icc 0 L) :=
      fun q hq => hq.2
    exact hσ.comp_continuousOn
      (((hu.comp continuousOn_snd hmap).div continuousOn_fst hne).prodMk
        ((hv.comp continuousOn_snd hmap).div (continuousOn_fst.pow 2)
          (fun q hq => pow_ne_zero 2 (hne q hq))))
  obtain ⟨C, hC⟩ := (isCompact_Icc.prod isCompact_Icc).exists_bound_of_continuousOn hK
  have hnhds : Ioo (t / 2) (2 * t) ∈ 𝓝 t := Ioo_mem_nhds (by linarith) (by linarith)
  -- differentiate under the integral sign
  have key := (intervalIntegral.hasDerivAt_integral_of_dominated_loc_of_deriv_le
    (μ := volume) (a := 0) (b := L) (bound := fun _ => C)
    (F := fun s x => s * f (n x / s, v x / s ^ 2))
    (F' := fun s x => stressDensity f (n x / s, v x / s ^ 2)) hnhds
    (Eventually.of_forall fun s => (intervalIntegrable_iff.mp
      ((hint f hf.continuous s).const_mul s)).aestronglyMeasurable)
    ((hint f hf.continuous t).const_mul t)
    (intervalIntegrable_iff.mp (hint _ hσ t)).aestronglyMeasurable
    (Eventually.of_forall fun x hx s hs => by
      rw [uIoc_of_le hL.le] at hx
      exact hC (s, x) ⟨Ioo_subset_Icc_self hs, Ioc_subset_Icc_self hx⟩)
    intervalIntegrable_const
    (Eventually.of_forall fun x _ s hs =>
      hasDerivAt_pointwise (hf.differentiable (by simp)) (n x) (v x)
        (lt_trans (half_pos ht) hs.1).ne')).2
  refine key.congr_of_eventuallyEq ?_
  filter_upwards [lt_mem_nhds ht] with s hs
  rw [ggaEnergy_stretch f hL hs hd, intervalIntegral.integral_const_mul]

/-- **GGA stress in one dimension.** The derivative of the energy with respect to a uniform
stretch, taken at the unstretched cell, is the integral of `f - n f_n - 2 n' f_g`. -/
theorem gga_stress {f : ℝ × ℝ → ℝ} {n : ℝ → ℝ} {L : ℝ}
    (hf : ContDiff ℝ 1 f) (hL : 0 < L) (hn : ContDiffOn ℝ 1 n (Icc 0 L)) :
    HasDerivAt (fun t => ggaEnergy f (t * L) (stretch t n))
      (∫ x in (0 : ℝ)..L, (f (n x, derivWithin n (Icc 0 L) x)
        - n x * partialN f (n x, derivWithin n (Icc 0 L) x)
        - 2 * derivWithin n (Icc 0 L) x * partialG f (n x, derivWithin n (Icc 0 L) x))) 1 := by
  simpa only [stressDensity, div_one, one_pow] using
    hasDerivAt_ggaEnergy_stretch hf hL hn one_pos

/-- For a uniform density `c` the derivative of the energy with respect to the stretch, taken at the
unstretched cell, is `L (f - c f_n)`, with `f` and `f_n` at density `c` and zero gradient. -/
theorem uniform_gas_stress {f : ℝ × ℝ → ℝ} {L : ℝ} (hf : ContDiff ℝ 1 f) (hL : 0 < L) (c : ℝ) :
    HasDerivAt (fun t => ggaEnergy f (t * L) (stretch t fun _ => c))
      (L * (f (c, 0) - c * partialN f (c, 0))) 1 := by
  have h := gga_stress (n := fun _ => c) hf hL contDiffOn_const
  refine h.congr_deriv ?_
  simp
  ring

/-- If `f (s n, s² g) = s ^ k f (n, g)` for all `s > 0`, a finite stretch by `t` multiplies the
energy by `t / t ^ k`. -/
theorem ggaEnergy_scaling {f : ℝ × ℝ → ℝ} {n : ℝ → ℝ} {L t : ℝ} (k : ℕ)
    (hom : ∀ s : ℝ, 0 < s → ∀ a b : ℝ, f (s * a, s ^ 2 * b) = s ^ k * f (a, b))
    (hL : 0 < L) (hn : DifferentiableOn ℝ n (Icc 0 L)) (ht : 0 < t) :
    ggaEnergy f (t * L) (stretch t n) = t / t ^ k * ggaEnergy f L n := by
  have h : ∀ a b : ℝ, f (a / t, b / t ^ 2) = (t⁻¹) ^ k * f (a, b) := by
    intro a b
    rw [← hom t⁻¹ (inv_pos.mpr ht) a b, inv_pow, div_eq_inv_mul, div_eq_inv_mul]
  rw [ggaEnergy_stretch f hL ht hn]
  simp only [h]
  rw [intervalIntegral.integral_const_mul, ggaEnergy, inv_pow, div_eq_mul_inv, mul_assoc]

end

end GGAStress
```

```lean
#print axioms GGAStress.particle_number_stretch
#print axioms GGAStress.hasDerivAt_ggaEnergy_stretch
#print axioms GGAStress.uniform_gas_stress
#print axioms GGAStress.ggaEnergy_scaling
```

```
'GGAStress.particle_number_stretch' depends on axioms: [propext, Classical.choice, Quot.sound]
'GGAStress.hasDerivAt_ggaEnergy_stretch' depends on axioms: [propext, Classical.choice, Quot.sound]
'GGAStress.uniform_gas_stress' depends on axioms: [propext, Classical.choice, Quot.sound]
'GGAStress.ggaEnergy_scaling' depends on axioms: [propext, Classical.choice, Quot.sound]
```

## How the proof follows the derivation

**Change of variable.** `particle_number_stretch` and `ggaEnergy_stretch` both use `intervalIntegral.integral_comp_div`, the substitution $y=x/t$. The second first needs the stretched gradient, which `derivWithin_stretch` supplies. There `hmap` records that $x\mapsto x/t$ takes the stretched cell into the original one, which the chain rule for derivatives within a set requires. The derivative within $[0,tL]$ is unique because the interval has positive length, and this turns the chain rule into an equation for `derivWithin`.

**Pointwise derivative.** In `hasDerivAt_pointwise`, `h1` and `h2` differentiate $a/s$ and $b/s^2$ with respect to $s$, and `h3` composes them with $f$. The result is the Fréchet derivative of $f$ in the direction $(-a/t^2,-2b/t^3)$. The step `hsplit` uses linearity to write it as a combination of $f_n$ and $f_g$. After the product rule, the values of $f$, $f_n$ and $f_g$ are replaced by plain letters, and `field_simp` and `ring` do the cancellation of powers of $t$.

**Differentiation under the integral.** `hasDerivAt_ggaEnergy_stretch` is the result for every $t>0$. Continuity of $\sigma$ is `hσ`, which is where the continuity of the partials of $f$ enters. Continuity on the rectangle is `hK`, and compactness then yields the bound `C`. The step `key` applies Mathlib's theorem on differentiating a dominated integral, with the constant `C` as the dominating function and `hasDerivAt_pointwise` as the derivative at each $x$. This gives the derivative of the fixed-cell integral. Its equality with the energy of the stretched density has been proved for positive stretches, which include a neighbourhood of $t$, and the last lines use this to transfer the derivative.

**The stated formula and its companions.** `gga_stress` is the case $t=1$, where the divisions by $t$ and $t^2$ simplify away. `uniform_gas_stress` applies it to a constant function and evaluates the integral of a constant. `ggaEnergy_scaling` bypasses differentiation in $t$: it uses the homogeneity hypothesis `hom` at $s=t^{-1}$ in the fixed-cell formula and takes the constant factor out of the integral.
